# Below both bands, the transverse mode of higher energy has the smaller decay factor per layer

The lemma `decayFactor_lt` compares two transverse modes, of energies a < b, at one energy E below both their bands: the mode of higher transverse energy has the strictly smaller decay factor per layer. In mathematics, for real numbers with t > 0, E < a − 2t and a < b, the function ((a − E) − √((a − E)² − 4t²))/(2t) takes a strictly smaller value when a is replaced by b. The model is one of independent modes with the same t, and it enters only through this formula; no Hamiltonian or wavefunction is constructed. The proof takes from `decayFactor_spec` that both factors, x for a and y for b, lie between 0 and 1 and satisfy their band relations, then supposes y ≥ x. Cross-multiplying the relations gives t(1 − xy)(y − x) = −(b − a)xy, whose left side would be non-negative and whose right side is negative.

The failing Lean file:

```lean
import Mathlib

open Matrix Filter Topology Asymptotics

namespace TransverseTunnelling

noncomputable section

/-- For `t > 0` and an energy `E < a - 2t`, the decay factor per layer of a mode with transverse
energy `a`. -/
def decayFactor (t E a : ℝ) : ℝ :=
  ((a - E) - √((a - E) ^ 2 - 4 * t ^ 2)) / (2 * t)

/-- Below the band of a transverse mode, its decay factor lies strictly between 0 and 1 and
satisfies the complex-band relation. -/
theorem decayFactor_spec {t E a : ℝ} (ht : 0 < t) (hE : E < a - 2 * t) :
    0 < decayFactor t E a ∧ decayFactor t E a < 1 ∧
      t * (1 + decayFactor t E a ^ 2) = (a - E) * decayFactor t E a := by
  have hD : 0 < a - E := by linarith
  have hgap : 0 < a - E - 2 * t := by linarith
  have hnn : 0 ≤ (a - E) ^ 2 - 4 * t ^ 2 := by nlinarith [mul_pos hgap ht]
  have hs := Real.sq_sqrt hnn
  have hlt : √((a - E) ^ 2 - 4 * t ^ 2) < a - E := by
    rw [Real.sqrt_lt' hD]
    nlinarith [mul_pos ht ht]
  have hgt : a - E - 2 * t < √((a - E) ^ 2 - 4 * t ^ 2) := by
    apply Real.lt_sqrt_of_sq_lt
    nlinarith [mul_pos hgap ht]
  have hx : 2 * t * decayFactor t E a = (a - E) - √((a - E) ^ 2 - 4 * t ^ 2) := by
    unfold decayFactor
    exact mul_div_cancel₀ _ (by positivity)
  refine ⟨?_, ?_, ?_⟩
  · unfold decayFactor
    exact div_pos (by linarith) (by positivity)
  · unfold decayFactor
    rw [div_lt_one (by positivity)]
    linarith
  · have h4 : 4 * t ≠ 0 := by positivity
    apply mul_left_cancel₀ h4
    linear_combination (2 * t * decayFactor t E a
      + ((a - E) - √((a - E) ^ 2 - 4 * t ^ 2)) - 2 * (a - E)) * hx + hs

/-- At fixed energy below both bands, the mode of higher transverse energy has the strictly
smaller decay factor. -/
theorem decayFactor_lt {t E a b : ℝ} (ht : 0 < t) (hE : E < a - 2 * t) (hab : a < b) :
    decayFactor t E b < decayFactor t E a := by
  obtain ⟨hx0, hx1, hx⟩ := decayFactor_spec ht hE
  obtain ⟨hy0, hy1, hy⟩ := decayFactor_spec (a := b) ht (by linarith)
  generalize decayFactor t E a = x at *
  generalize decayFactor t E b = y at *
  by_contra hcon
  have hle : 0 ≤ y - x := by linarith
  have hxy : 0 < 1 - x * y := by nlinarith [mul_pos hx0 (sub_pos.mpr hy1)]
  -- cross-multiplying the two band relations isolates the difference of the factors
  have h : (t * (1 - x * y)) * (y - x) = -((b - a) * (x * y)) := by
    linear_combination y * hx - x * hy
  have h1 := mul_nonneg (mul_pos ht hxy).le hle
  have h2 := mul_pos (sub_pos.mpr hab) (mul_pos hx0 hy0)
  linarith

end

end TransverseTunnelling
```

The error:

```
Main.lean:48:60: error: linarith failed to find a contradiction
t E a b : ℝ
ht : 0 < t
hE : E < a - 2 * t
hab : a < b
hx0 : 0 < decayFactor t E a
hx1 : decayFactor t E a < 1
hx : t * (1 + decayFactor t E a ^ 2) = (a - E) * decayFactor t E a
a✝ : b - 2 * t ≤ ?m.43
⊢ False
failed
Main.lean:49:2: error: Tactic `generalize` failed: result is not type correct
  ∀ (x : ℝ) (hx0 : 0 < x) (hx1 : x < 1) (hx : t * (1 + x ^ 2) = (a - E) * x),
    0 < decayFactor t (?m.62 hx0 hx1 hx) b →
      decayFactor t (?m.62 hx0 hx1 hx) b < 1 →
        t * (1 + decayFactor t (?m.62 hx0 hx1 hx) b ^ 2) = (b - ?m.62 hx0 hx1 hx) * decayFactor t (?m.62 hx0 hx1 hx) b →
          decayFactor t E b < x

t E a b : ℝ
ht : 0 < t
hE : E < a - 2 * t
hab : a < b
⊢ ∀ (hx0 : 0 < decayFactor t E a) (hx1 : decayFactor t E a < 1)
    (hx : t * (1 + decayFactor t E a ^ 2) = (a - E) * decayFactor t E a),
    0 < decayFactor t (?m.62 hx0 hx1 hx) b →
      decayFactor t (?m.62 hx0 hx1 hx) b < 1 →
        t * (1 + decayFactor t (?m.62 hx0 hx1 hx) b ^ 2) = (b - ?m.62 hx0 hx1 hx) * decayFactor t (?m.62 hx0 hx1 hx) b →
          decayFactor t E b < decayFactor t E a
```

Diagnosis. The second call of `decayFactor_spec` never says which energy it is about. `E` is an implicit argument, `ht` fixes only `t`, and `(a := b)` fixes only the transverse energy. The one remaining argument that mentions `E` is the inequality left to `by linarith`, and `linarith` does not choose a value for an unknown. It therefore met a goal with a hole in it, seen in the negated hypothesis `b - 2 * t ≤ ?m.43`, and could not find a contradiction. The first call has no such trouble, because there `hE` is given and determines `E`.

The second error follows from the first. The facts about the second mode still contain an undetermined energy, `?m.62 hx0 hx1 hx`, which depends on the hypotheses about the first. When `generalize` replaces `decayFactor t E a` by `x`, the types of those hypotheses change, and the hole no longer accepts them, so the result is not type correct.

Writing `(E := E)` cures both. The inequality becomes `E < b - 2 * t`, which follows from `hE` and `hab`, and no hole is left to obstruct `generalize`.

Fix (accepted with no message):

```diff
@@ -46,5 +46,5 @@
     decayFactor t E b < decayFactor t E a := by
   obtain ⟨hx0, hx1, hx⟩ := decayFactor_spec ht hE
-  obtain ⟨hy0, hy1, hy⟩ := decayFactor_spec (a := b) ht (by linarith)
+  obtain ⟨hy0, hy1, hy⟩ := decayFactor_spec (E := E) (a := b) ht (by linarith)
   generalize decayFactor t E a = x at *
   generalize decayFactor t E b = y at *
```
